# Richardson–Gaudin equations as a polynomial divisibility condition, for roots away from the levels

Written in terms of their roots, the Richardson–Gaudin equations of the pairing model are rational equations that lose their meaning when two roots coincide, and each solution recurs under every relabelling of the roots. Provided that no root lies on a level, meaning twice a one-electron energy, they can be exchanged for one divisibility condition on the polynomial that has those roots, a condition without denominators or labels which by itself forces the roots to be distinct.

```lean
import Mathlib

open Polynomial Finset

namespace RichardsonGaudinPolynomial

noncomputable section

variable {ι κ : Type*}

/-- The monic polynomial `∏_{a ∈ s} (X - x_a)`, used both for the Bethe roots (`P`) and for the
levels (`A`). -/
def rootPoly (s : Finset ι) (x : ι → ℂ) : ℂ[X] := ∏ a ∈ s, (X - C (x a))

/-- The polynomial `A P'' - (c A + A') P'`. -/
def stieltjes (c : ℂ) (A P : ℂ[X]) : ℂ[X] :=
  A * derivative (derivative P) - (C c * A + derivative A) * derivative P

/-- The Richardson-Gaudin equations `∑_{b ≠ a} 2/(x_a - x_b) = c + ∑_i 1/(x_a - e_i)`
for every root `x_a`. -/
def BetheEq [Fintype ι] [DecidableEq ι] [Fintype κ] (c : ℂ) (x : ι → ℂ) (e : κ → ℂ) : Prop :=
  ∀ a, ∑ b ∈ univ.erase a, 2 / (x a - x b) = c + ∑ i, 1 / (x a - e i)

/-- Logarithmic derivative: away from the roots, `A'(z) = A(z) ∑_i 1/(z - e_i)`. -/
theorem eval_derivative_rootPoly (s : Finset κ) (e : κ → ℂ) (z : ℂ) (hz : ∀ i ∈ s, z ≠ e i) :
    (derivative (rootPoly s e)).eval z = (rootPoly s e).eval z * ∑ i ∈ s, 1 / (z - e i) := by
  classical
  unfold rootPoly
  induction s using Finset.induction_on with
  | empty => simp
  | insert a s ha ih =>
    have h0 : z - e a ≠ 0 := sub_ne_zero.mpr (hz a (mem_insert_self a s))
    have h : (z - e a) * (1 / (z - e a)) = 1 := mul_one_div_cancel h0
    rw [prod_insert ha, sum_insert ha, derivative_mul]
    simp only [eval_add, eval_mul, derivative_X_sub_C, eval_one, eval_sub, eval_X, eval_C]
    rw [ih (fun i hi => hz i (mem_insert_of_mem hi))]
    linear_combination (-(eval z (∏ i ∈ s, (X - C (e i))))) * h

variable [Fintype ι] [DecidableEq ι] [Fintype κ]

/-- At a root `x_a`, the value of `A P'' - (c A + A') P'` is `A(x_a) ∏_{b ≠ a} (x_a - x_b)`
times the residual of the `a`-th Richardson-Gaudin equation. -/
theorem eval_stieltjes (c : ℂ) (x : ι → ℂ) (e : κ → ℂ) (a : ι)
    (hx : ∀ b ∈ univ.erase a, x a ≠ x b) (he : ∀ i, x a ≠ e i) :
    (stieltjes c (rootPoly univ e) (rootPoly univ x)).eval (x a) =
      (rootPoly univ e).eval (x a) * (rootPoly (univ.erase a) x).eval (x a) *
        (∑ b ∈ univ.erase a, 2 / (x a - x b) - (c + ∑ i, 1 / (x a - e i))) := by
  -- split off the factor that vanishes at `x_a`
  have hP : rootPoly univ x = (X - C (x a)) * rootPoly (univ.erase a) x :=
    (Finset.mul_prod_erase univ (fun b => X - C (x b)) (mem_univ a)).symm
  have h2 : ∑ b ∈ univ.erase a, 2 / (x a - x b) = 2 * ∑ b ∈ univ.erase a, 1 / (x a - x b) := by
    rw [Finset.mul_sum]
    exact Finset.sum_congr rfl (fun b _ => by ring)
  rw [hP, h2, stieltjes]
  simp only [derivative_mul, derivative_add, derivative_X_sub_C, one_mul, eval_add, eval_mul,
    eval_sub, eval_X, eval_C, sub_self, zero_mul, add_zero]
  rw [eval_derivative_rootPoly _ x (x a) hx, eval_derivative_rootPoly _ e (x a) (fun i _ => he i)]
  ring

omit [DecidableEq ι] in
/-- For distinct roots, `P` divides a polynomial exactly when it vanishes at every `x_a`. -/
theorem rootPoly_dvd_iff (x : ι → ℂ) (hx : Function.Injective x) (F : ℂ[X]) :
    rootPoly univ x ∣ F ↔ ∀ a, F.eval (x a) = 0 := by
  constructor
  · intro h a
    exact dvd_iff_isRoot.mp
      ((Finset.dvd_prod_of_mem (fun b => X - C (x b)) (mem_univ a)).trans h)
  · intro h
    refine Finset.prod_dvd_of_coprime ?_ (fun a _ => dvd_iff_isRoot.mpr (h a))
    intro a _ b _ hab
    exact pairwise_coprime_X_sub_C hx hab

/-- For distinct roots `x_a` at which `A` does not vanish, the Richardson-Gaudin equations hold
if and only if `P` divides `A P'' - (c A + A') P'`. -/
theorem betheEq_iff_dvd (c : ℂ) (x : ι → ℂ) (e : κ → ℂ) (hx : Function.Injective x)
    (hA : ∀ a, (rootPoly univ e).eval (x a) ≠ 0) :
    BetheEq c x e ↔ rootPoly univ x ∣ stieltjes c (rootPoly univ e) (rootPoly univ x) := by
  rw [rootPoly_dvd_iff x hx]
  refine forall_congr' (fun a => ?_)
  have hxa : ∀ b ∈ univ.erase a, x a ≠ x b :=
    fun b hb h => (ne_of_mem_erase hb) (hx h).symm
  have he : ∀ i, x a ≠ e i := by
    intro i h
    apply hA a
    rw [rootPoly, eval_prod]
    exact Finset.prod_eq_zero (mem_univ i) (by simp [h])
  have hQ : (rootPoly (univ.erase a) x).eval (x a) ≠ 0 := by
    rw [rootPoly, eval_prod]
    refine Finset.prod_ne_zero_iff.mpr (fun b hb => ?_)
    rw [eval_sub, eval_X, eval_C]
    exact sub_ne_zero.mpr (hxa b hb)
  -- the prefactor of the residual is nonzero
  rw [eval_stieltjes c x e a hxa he, mul_eq_zero, or_iff_right (mul_ne_zero (hA a) hQ),
    sub_eq_zero]

/-- If a nonzero `P` divides `A P'' - B P'` and `A(z) ≠ 0`, then `(X - z)²` does not
divide `P`. -/
theorem not_sq_dvd_of_dvd (A B P : ℂ[X]) (z : ℂ) (hP : P ≠ 0) (hA : A.eval z ≠ 0)
    (hdvd : P ∣ A * derivative (derivative P) - B * derivative P) : ¬ (X - C z) ^ 2 ∣ P := by
  intro h2
  obtain ⟨q, hq, hqz⟩ := exists_eq_pow_rootMultiplicity_mul_and_not_dvd P hP z
  have hm : 2 ≤ rootMultiplicity z P := (le_rootMultiplicity_iff hP).mpr h2
  obtain ⟨k, hk⟩ : ∃ k, rootMultiplicity z P = k + 1 + 1 :=
    ⟨rootMultiplicity z P - 2, by omega⟩
  rw [hk] at hq
  have hq0 : q.eval z ≠ 0 := fun h => hqz (dvd_iff_isRoot.mpr h)
  have hd : ∀ n : ℕ, derivative ((X - C z) ^ (n + 1)) = C ((n : ℂ) + 1) * (X - C z) ^ n := by
    intro n
    rw [derivative_pow_succ, derivative_X_sub_C, mul_one]
  -- `P'` vanishes at `z` to order exactly `k + 1`
  obtain ⟨R, hR, hRz⟩ : ∃ R : ℂ[X], derivative P = (X - C z) ^ (k + 1) * R ∧ R.eval z ≠ 0 := by
    refine ⟨C (((k + 1 : ℕ) : ℂ) + 1) * q + (X - C z) * derivative q, ?_, ?_⟩
    · rw [hq, derivative_mul, hd]
      ring
    · simp only [eval_add, eval_mul, eval_sub, eval_X, eval_C, sub_self, zero_mul, add_zero]
      exact mul_ne_zero (Nat.cast_add_one_ne_zero (k + 1)) hq0
  obtain ⟨V, hV⟩ := hdvd
  rw [hR, derivative_mul, hd, hq] at hV
  -- the term `A P''` vanishes only to order `k`, all others to higher order
  have key : (X - C z) ^ k * (A * (C ((k : ℂ) + 1) * R)) =
      (X - C z) ^ k * ((X - C z) * ((X - C z) * q * V - A * derivative R + B * R)) := by
    linear_combination hV
  have h := congrArg (eval z) (mul_left_cancel₀ (pow_ne_zero k (X_sub_C_ne_zero z)) key)
  simp only [eval_mul, eval_sub, eval_X, eval_C, sub_self, zero_mul] at h
  exact mul_ne_zero hA (mul_ne_zero (Nat.cast_add_one_ne_zero k) hRz) h

/-- If `A` vanishes at no `x_a`, then `P` divides `A P'' - (c A + A') P'` if and only if the
roots are distinct and satisfy the Richardson-Gaudin equations. -/
theorem dvd_iff_injective_and_betheEq (c : ℂ) (x : ι → ℂ) (e : κ → ℂ)
    (hA : ∀ a, (rootPoly univ e).eval (x a) ≠ 0) :
    rootPoly univ x ∣ stieltjes c (rootPoly univ e) (rootPoly univ x) ↔
      Function.Injective x ∧ BetheEq c x e := by
  refine ⟨fun h => ?_, fun h => (betheEq_iff_dvd c x e h.1 hA).mp h.2⟩
  have hx : Function.Injective x := by
    intro a b hab
    by_contra hne
    have hP : rootPoly univ x ≠ 0 := (monic_prod_X_sub_C x univ).ne_zero
    apply not_sq_dvd_of_dvd _ _ _ (x a) hP (hA a) h
    have h2 := Finset.prod_dvd_prod_of_subset {a, b} univ (fun b => X - C (x b)) (subset_univ _)
    rw [Finset.prod_pair hne, ← hab, ← sq] at h2
    exact h2
  exact ⟨hx, (betheEq_iff_dvd c x e hx hA).mpr h⟩

/-- For a solution of the Richardson-Gaudin equations, `A P'' - (c A + A') P' = V P` with a
Van Vleck polynomial `V` whose degree is below the number of levels. -/
theorem exists_vanVleck (c : ℂ) (x : ι → ℂ) (e : κ → ℂ) (hx : Function.Injective x)
    (hA : ∀ a, (rootPoly univ e).eval (x a) ≠ 0) (h : BetheEq c x e) :
    ∃ V : ℂ[X], V.degree < (Fintype.card κ : ℕ) ∧
      stieltjes c (rootPoly univ e) (rootPoly univ x) = V * rootPoly univ x := by
  obtain ⟨V, hV⟩ := (betheEq_iff_dvd c x e hx hA).mp h
  refine ⟨V, ?_, by rw [hV, mul_comm]⟩
  have hL : (rootPoly univ e).degree = (Fintype.card κ : ℕ) := by
    simp [rootPoly, degree_prod]
  have hP : rootPoly univ x ≠ 0 := (monic_prod_X_sub_C x univ).ne_zero
  have hA0 : rootPoly univ e ≠ 0 := (monic_prod_X_sub_C e univ).ne_zero
  rw [← hL]
  generalize rootPoly univ x = P at *
  generalize rootPoly univ e = A at *
  have hmul : ∀ B Q : ℂ[X], B.degree ≤ A.degree → Q.degree < P.degree →
      (B * Q).degree < A.degree + P.degree := by
    intro B Q hB hQ
    rw [degree_mul]
    exact lt_of_le_of_lt (add_le_add hB le_rfl)
      (WithBot.add_lt_add_left (degree_ne_bot.mpr hA0) hQ)
  have h1 : (derivative P).degree < P.degree := degree_derivative_lt hP
  have hB : (C c * A + derivative A).degree ≤ A.degree := by
    refine (degree_add_le _ _).trans (max_le ?_ degree_derivative_le)
    rw [← smul_eq_C_mul]
    exact degree_smul_le c A
  -- both terms have degree below `deg A + deg P`
  have hF : (stieltjes c A P).degree < A.degree + P.degree :=
    lt_of_le_of_lt (degree_sub_le _ _)
      (max_lt (hmul _ _ le_rfl (lt_of_le_of_lt degree_derivative_le h1)) (hmul _ _ hB h1))
  rw [hV, degree_mul, add_comm] at hF
  by_contra hge
  exact not_le_of_gt hF (add_le_add (not_lt.mp hge) le_rfl)

/-- The roots `0, 1` are distinct, `A` for the levels `2, 1/3` vanishes at neither, and they
solve the Richardson-Gaudin equations with `c = 3/2`. -/
theorem betheEq_witness :
    Function.Injective (![0, 1] : Fin 2 → ℂ) ∧
      (∀ a, (rootPoly univ (![2, 1 / 3] : Fin 2 → ℂ)).eval ((![0, 1] : Fin 2 → ℂ) a) ≠ 0) ∧
      BetheEq (3 / 2) (![0, 1] : Fin 2 → ℂ) (![2, 1 / 3] : Fin 2 → ℂ) := by
  refine ⟨?_, ?_, ?_⟩
  · intro a b
    fin_cases a <;> fin_cases b <;> simp
  · intro a
    rw [rootPoly, eval_prod, Fin.prod_univ_two]
    fin_cases a <;> simp
    norm_num
  · intro a
    rw [Finset.sum_erase_eq_sub (Finset.mem_univ a)]
    fin_cases a <;> simp [Fin.sum_univ_two] <;> norm_num

end

end RichardsonGaudinPolynomial
```
```lean
#print axioms RichardsonGaudinPolynomial.dvd_iff_injective_and_betheEq
-- 'RichardsonGaudinPolynomial.dvd_iff_injective_and_betheEq' depends on axioms: [propext, Classical.choice, Quot.sound]
#print axioms RichardsonGaudinPolynomial.exists_vanVleck
-- 'RichardsonGaudinPolynomial.exists_vanVleck' depends on axioms: [propext, Classical.choice, Quot.sound]
```

## Roots, levels and the polynomial $F$

The data are $M$ complex roots $x_a$, given by `x : ι → ℂ`, $L$ complex levels $e_i$, given by `e : κ → ℂ`, and a complex constant $c$. Both index types are finite, with $M$ and $L$ elements, and either may be empty. With $X$ the polynomial variable, `rootPoly univ x` and `rootPoly univ e` are the monic polynomials
$$P=\prod_a (X-x_a),\qquad A=\prod_i (X-e_i),$$
and `stieltjes c A P` is
$$F = A P''-(cA+A')P'.$$
The proposition `BetheEq c x e` is the system
$$\sum_{b\ne a}\frac{2}{x_a-x_b}=c+\sum_i\frac{1}{x_a-e_i}\qquad\text{for all } a,$$
in which `univ.erase a` is the set of indices $b\neq a$.

The theorem `betheEq_iff_dvd` has two hypotheses. `Function.Injective x` says that the roots are distinct, and `hA` says that $A(x_a)\ne0$ for every $a$, so that no root equals a level. The conclusion is that the system holds if and only if $P$ divides $F$, meaning $F=PV$ for some polynomial $V$.

The theorem `dvd_iff_injective_and_betheEq` keeps only `hA` and moves distinctness into the conclusion: $P$ divides $F$ if and only if the roots are distinct and the system holds. Distinctness is listed separately because Lean sets $2/0=0$, so `BetheEq` remains a proposition for coincident roots, although not a meaningful one.

The theorem `exists_vanVleck` bounds the quotient. For a solution with distinct roots away from the levels, $F=VP$ with $\deg V<L$, and $V$ is called the Van Vleck polynomial. Lean gives the zero polynomial the degree $-\infty$, so $V=0$ meets the bound for every $L$, and for $L=0$ it is the only polynomial that does. For $M=0$ the system is empty, $P=1$ and $F=0$.

The theorem `betheEq_witness` exhibits a solution with $M=L=2$, namely $x_0=0$, $x_1=1$, $e_0=2$, $e_1=1/3$ and $c=3/2$. The equation for $a=0$ reads $-2=\tfrac32-\tfrac12-3$, and the one for $a=1$ reads $2=\tfrac32-1+\tfrac32$.

## The pairing Hamiltonian behind the equations

Let $b_i^\dagger$ create a time-reversed pair of electrons in orbital $i$, whose one-electron energy is $\varepsilon_i$. The operators $b_i^\dagger$, $b_i$ and their commutator span a copy of $su(2)$ for each orbital. On states without broken pairs, the reduced BCS Hamiltonian with pairing strength $g$ is
$$H=\sum_i e_i\,b_i^\dagger b_i-g\sum_{i,j}b_i^\dagger b_j,\qquad e_i=2\varepsilon_i .$$
The Bethe ansatz for $M$ pairs is the unnormalised state $\prod_a\big(\sum_i b_i^\dagger/(e_i-x_a)\big)|0\rangle$ built on the vacuum $|0\rangle$. If the pair energies $x_a$ are distinct, differ from every $e_i$ and satisfy the system above with $c=1/g$, then $H$ maps this state to $\sum_a x_a$ times itself, so that it is an eigenstate of energy $\sum_a x_a$ whenever it is nonzero. The system is a sufficient condition and not always a necessary one: for $M=L$ the ansatz is a multiple of the fully occupied state, which is an eigenstate whatever the $x_a$ are. The constant $c$ is thus the inverse pairing strength, positive for attraction. For one pair the left side is an empty sum, and the system is the Cooper-pair condition $1=g\sum_i 1/(e_i-x)$ for the single root $x$. Neither $H$ nor the ansatz is formalised: this link to the Hamiltonian is stated here without proof, and the theorems begin at the equations.

The map `e` need not be injective. A value that occurs $\Omega$ times contributes $\Omega/(x_a-e_i)$ and describes a level that holds up to $\Omega$ pairs, so the weights covered are positive integers, and $L$ counts levels with multiplicity. Neither $c$ nor the $e_i$ are required to be real. The value $c=0$, the limit of infinite coupling, is included, while $g=0$ corresponds to no finite $c$.

For this constant-coupling model with finitely many levels and no broken pairs, the result lets one look for the coefficients of $P$ in place of the roots, and for $M\ge1$ the energy is minus the coefficient of $X^{M-1}$. The hypothesis `hA` marks the limit of that statement. It restricts the roots and not the coupling: configurations in which a pair energy lies on a level are excluded, and the equivalences say nothing about them even though $F$ stays defined there. Apart from the one example, the existence of solutions is not treated, and neither is the number of pairs $(P,V)$, an analogue of the counting question of Heine–Stieltjes theory.

## The value of $F$ at a root

The starting point is the logarithmic derivative. For $z$ different from every $e_i$,
$$A'(z)=A(z)\sum_i\frac{1}{z-e_i}.$$
For the empty product both sides vanish. If the formula holds for a product $\tilde A$ and $A=(X-\eta)\tilde A$ with a further level $\eta\neq z$, then $A'=\tilde A+(X-\eta)\tilde A'$, and
$$A'(z)=\tilde A(z)+(z-\eta)\tilde A(z)\sum_i\frac1{z-e_i}=A(z)\Big[\frac1{z-\eta}+\sum_i\frac1{z-e_i}\Big],$$
where the sums run over the factors of $\tilde A$. The lemma `eval_derivative_rootPoly` is this induction over the finite set `s`. Its last line multiplies the identity $(z-\eta)\cdot\frac1{z-\eta}=1$, named `h`, by $-\tilde A(z)$ to close the step.

Now fix $a$ and write $P=(X-x_a)Q_a$ with $Q_a=\prod_{b\ne a}(X-x_b)$. Differentiating twice gives
$$P'=Q_a+(X-x_a)Q_a',\qquad P''=2Q_a'+(X-x_a)Q_a'',$$
so $P'(x_a)=Q_a(x_a)$ and $P''(x_a)=2Q_a'(x_a)$. The logarithmic derivative applies to $Q_a$ at $x_a$ because $x_a\neq x_b$, and to $A$ because $x_a\ne e_i$. Substituting both,
$$F(x_a)=A(x_a)\,Q_a(x_a)\Big[\sum_{b\ne a}\frac{2}{x_a-x_b}-c-\sum_i\frac{1}{x_a-e_i}\Big].$$
The bracket is the residual of the $a$-th equation. In `eval_stieltjes` the factorisation is `hP`, the `simp only` call differentiates and discards the terms that carry $x_a-x_a$, two rewrites insert the logarithmic derivatives, and `ring` collects the common factor.

## From vanishing at the roots to divisibility

If $P$ divides $F$, then so does each factor $X-x_a$, and $F(x_a)=0$. Conversely, $F(x_a)=0$ means that $X-x_a$ divides $F$. For distinct roots these linear factors are pairwise coprime, so their product divides $F$ as well. This is `rootPoly_dvd_iff`, valid for any polynomial `F`, with `pairwise_coprime_X_sub_C` and `Finset.prod_dvd_of_coprime` supplying the converse.

The proof of `betheEq_iff_dvd` joins the two results. After divisibility is rewritten as vanishing at every root, `forall_congr'` compares the two sides index by index. The condition `he`, $x_a\ne e_i$, follows from `hA` because a product with a zero factor vanishes, and `hQ` gives $Q_a(x_a)\neq0$ from distinctness. The prefactor $A(x_a)Q_a(x_a)$ is therefore nonzero, and $F(x_a)=0$ holds exactly when the residual is zero.

## Why a repeated root is impossible where $A\ne0$

Let $A$, $B$ and $P\ne0$ be arbitrary polynomials with $AP''-BP'=PV$ for some $V$, and let $A(z)\neq0$. Suppose that $(X-z)^2$ divides $P$. Then $P=(X-z)^{k+2}q$ for some integer $k\ge0$ and a polynomial $q$ with $q(z)\ne0$. The first derivative is
$$P'=(X-z)^{k+1}R,\qquad R=(k+2)\,q+(X-z)\,q',$$
with $R(z)=(k+2)q(z)\neq0$, and the second is $P''=(k+1)(X-z)^kR+(X-z)^{k+1}R'$. Inserting these and cancelling $(X-z)^k$ leaves
$$(k+1)\,A\,R=(X-z)\big[(X-z)\,qV-AR'+BR\big].$$
At $X=z$ the right side vanishes, while the left side is a product of nonzero numbers, which is a contradiction. In `not_sq_dvd_of_dvd` the exponent $k+2$ is `rootMultiplicity z P`, the facts `hR` and `hRz` describe $R$, `key` is the identity before cancellation, and `mul_left_cancel₀` removes the power.

The proof of `dvd_iff_injective_and_betheEq` applies this with $B=cA+A'$ and $z=x_a$. If $x_a=x_b$ for indices $a\ne b$, the two factors of $P$ multiply to $(X-x_a)^2$, which the lemma forbids since $A(x_a)\neq0$. Divisibility hence implies distinctness, and `betheEq_iff_dvd` gives the rest in both directions.

## The degree of the Van Vleck polynomial

Here $\deg A=L$ and $\deg P=M$. Both $P'$ and $P''$ have degree below $M$, and $\deg(cA+A')\le L$, so each of the two terms of $F$ has degree below $L+M$, and so does $F$. Since $F=PV$ has degree $M+\deg V$, it follows that $\deg V<L$. In `exists_vanVleck` the quotient comes from the main equivalence, `hmul` is the bound for a product of a factor of degree at most $\deg A$ with one of degree below $\deg P$, `hB` bounds $cA+A'$, `hF` bounds $F$, and the assumption $\deg V\ge L$ then contradicts `hF`.

For the example proved in `betheEq_witness`, which is settled by running through both indices and evaluating the fractions, one finds $P=X^2-X$ and $F=-3X^3+\tfrac{13}{2}X^2-\tfrac72X$. Division then gives $V=-3X+\tfrac72$, of degree $L-1=1$.
